# For energies linear in a coupling, left and right Riemann sums bracket the free energy change

When an alloy model is switched gradually from one interatomic potential to another, a simulation typically measures the mean of the energy difference D at only a few values of the coupling t, and one wants to know how far the resulting free energy change can be off. For finitely many states with energies E_i + t D_i at a fixed temperature T > 0, the exact means at the window ends and at the window starts give a lower and an upper bound, and with n equal windows on [0,1] these differ by (m(0) − m(1))/n, where m(t) is the Boltzmann mean of D.

```lean
import Mathlib

open Finset

namespace ThermodynamicIntegrationBounds

noncomputable section

variable {ι : Type*}

/-- Boltzmann weight of state `i` with energy `E i + t * D i` at temperature `T ≠ 0`,
in units where the Boltzmann constant is one. -/
def weight (E D : ι → ℝ) (T t : ℝ) (i : ι) : ℝ :=
  Real.exp (-(E i + t * D i) / T)

variable [Fintype ι]

/-- Partition function at coupling `t` and temperature `T ≠ 0`. -/
def partitionFn (E D : ι → ℝ) (T t : ℝ) : ℝ := ∑ i, weight E D T t i

/-- Free energy `-T ln Z` at coupling `t`, for `T ≠ 0` and at least one state. -/
def freeEnergy (E D : ι → ℝ) (T t : ℝ) : ℝ := -T * Real.log (partitionFn E D T t)

/-- Boltzmann mean of `D` at coupling `t`, for `T ≠ 0` and at least one state. -/
def meanD (E D : ι → ℝ) (T t : ℝ) : ℝ :=
  (∑ i, D i * weight E D T t i) / partitionFn E D T t

/-- Left Riemann sum of the mean of `D` over `n ≥ 1` equal windows on `[0,1]`. -/
def leftSum (E D : ι → ℝ) (T : ℝ) (n : ℕ) : ℝ :=
  ∑ k ∈ range n, 1 / (n : ℝ) * meanD E D T ((k : ℝ) / n)

/-- Right Riemann sum of the mean of `D` over `n ≥ 1` equal windows on `[0,1]`. -/
def rightSum (E D : ι → ℝ) (T : ℝ) (n : ℕ) : ℝ :=
  ∑ k ∈ range n, 1 / (n : ℝ) * meanD E D T (((k + 1 : ℕ) : ℝ) / n)

variable [Nonempty ι] (E D : ι → ℝ) {T : ℝ}

/-- The partition function of a nonempty finite set of states is positive. -/
theorem partitionFn_pos (T t : ℝ) : 0 < partitionFn E D T t :=
  Finset.sum_pos (fun _ _ => Real.exp_pos _) univ_nonempty

/-- For `T ≠ 0`, with `m` the mean of `D` at `t`, multiplying each weight at `t` by
`1 - (s - t) * (D i - m) / T` leaves their sum, the partition function at `t`, unchanged. -/
theorem sum_first_order (T s t : ℝ) :
    ∑ i, weight E D T t i * (-((s - t) * (D i - meanD E D T t)) / T + 1)
      = partitionFn E D T t := by
  have hm : meanD E D T t * partitionFn E D T t = ∑ i, D i * weight E D T t i := by
    rw [meanD, div_mul_eq_mul_div, mul_div_assoc,
      div_self (partitionFn_pos E D T t).ne', mul_one]
  -- the mean fluctuation vanishes
  have h0 : ∑ i, weight E D T t i * (D i - meanD E D T t) = 0 := by
    calc ∑ i, weight E D T t i * (D i - meanD E D T t)
        = ∑ i, D i * weight E D T t i - meanD E D T t * partitionFn E D T t := by
          rw [partitionFn, mul_sum, ← sum_sub_distrib]
          exact sum_congr rfl fun i _ => by ring
      _ = 0 := by rw [hm, sub_self]
  calc ∑ i, weight E D T t i * (-((s - t) * (D i - meanD E D T t)) / T + 1)
      = -(s - t) / T * ∑ i, weight E D T t i * (D i - meanD E D T t)
          + partitionFn E D T t := by
        rw [partitionFn, mul_sum, ← sum_add_distrib]
        exact sum_congr rfl fun i _ => by ring
    _ = partitionFn E D T t := by rw [h0, mul_zero, zero_add]

/-- Exact perturbation formula for `T > 0`: the free energy change from `t` to `s` is `(s - t) * m`
minus `T` times the logarithm of the mean of `exp (-(s - t) * (D i - m) / T)`, where `m` is the mean
of `D` and both means are taken in the ensemble at `t`. -/
theorem freeEnergy_sub (hT : 0 < T) (s t : ℝ) :
    freeEnergy E D T s - freeEnergy E D T t = (s - t) * meanD E D T t
      - T * Real.log ((∑ i, weight E D T t i *
          Real.exp (-((s - t) * (D i - meanD E D T t)) / T)) / partitionFn E D T t) := by
  have hZ : ∀ m : ℝ, partitionFn E D T s = Real.exp (-((s - t) * m) / T) *
      ∑ i, weight E D T t i * Real.exp (-((s - t) * (D i - m)) / T) := by
    intro m
    rw [partitionFn, mul_sum]
    refine sum_congr rfl fun i _ => ?_
    unfold weight
    rw [← Real.exp_add, ← Real.exp_add]
    congr 1
    ring
  have hS : 0 < ∑ i, weight E D T t i *
      Real.exp (-((s - t) * (D i - meanD E D T t)) / T) :=
    Finset.sum_pos (fun _ _ => mul_pos (Real.exp_pos _) (Real.exp_pos _)) univ_nonempty
  have hq : T * (-((s - t) * meanD E D T t) / T) = -((s - t) * meanD E D T t) := by
    rw [← mul_div_assoc, mul_comm T, mul_div_assoc, div_self hT.ne', mul_one]
  unfold freeEnergy
  rw [hZ (meanD E D T t), Real.log_mul (Real.exp_pos _).ne' hS.ne', Real.log_exp,
    Real.log_div hS.ne' (partitionFn_pos E D T t).ne']
  linear_combination (-1 : ℝ) * hq

/-- Gibbs–Bogoliubov inequality: for `T > 0` the free energy change from `t` to `s` is at
most the mean energy change taken in the ensemble at `t`. -/
theorem gibbs_bogoliubov (hT : 0 < T) (s t : ℝ) :
    freeEnergy E D T s - freeEnergy E D T t ≤ (s - t) * meanD E D T t := by
  rw [freeEnergy_sub E D hT s t]
  refine sub_le_self _ (mul_nonneg hT.le (Real.log_nonneg ?_))
  rw [le_div_iff₀ (partitionFn_pos E D T t), one_mul]
  refine (sum_first_order E D T s t).symm.le.trans (sum_le_sum fun i _ => ?_)
  exact mul_le_mul_of_nonneg_left (Real.add_one_le_exp _) (Real.exp_pos _).le


/-- For `T > 0` the Boltzmann mean of `D` never increases with the coupling `t`. -/
theorem meanD_antitone (hT : 0 < T) : Antitone (meanD E D T) := by
  intro s t hst
  rcases eq_or_lt_of_le hst with h | h
  · rw [h]
  · by_contra hc
    have h1 := gibbs_bogoliubov E D hT t s
    have h2 := gibbs_bogoliubov E D hT s t
    nlinarith [mul_pos (sub_pos.2 h) (sub_pos.2 (lt_of_not_ge hc))]

/-- For `T > 0` and any sequence of couplings `x 0, ..., x n`, the sum with means at the
window ends is at most the free energy change, and the sum with means at the window
starts is at least that change. -/
theorem grid_bounds (hT : 0 < T) (x : ℕ → ℝ) (n : ℕ) :
    ∑ k ∈ range n, (x (k + 1) - x k) * meanD E D T (x (k + 1))
        ≤ freeEnergy E D T (x n) - freeEnergy E D T (x 0) ∧
      freeEnergy E D T (x n) - freeEnergy E D T (x 0)
        ≤ ∑ k ∈ range n, (x (k + 1) - x k) * meanD E D T (x k) := by
  have h : ∑ k ∈ range n, (freeEnergy E D T (x (k + 1)) - freeEnergy E D T (x k))
      = freeEnergy E D T (x n) - freeEnergy E D T (x 0) :=
    Finset.sum_range_sub (fun k => freeEnergy E D T (x k)) n
  rw [← h]
  constructor
  · refine sum_le_sum fun k _ => ?_
    linarith [gibbs_bogoliubov E D hT (x k) (x (k + 1))]
  · exact sum_le_sum fun k _ => gibbs_bogoliubov E D hT (x (k + 1)) (x k)

/-- For `T > 0` and `n ≥ 1` equal windows on `[0,1]`, the free energy change lies between
the right and the left Riemann sum, whose gap is `(m(0) - m(1)) / n`, with `m` the mean
of `D`. -/
theorem riemann_bounds (hT : 0 < T) {n : ℕ} (hn : 0 < n) :
    rightSum E D T n ≤ freeEnergy E D T 1 - freeEnergy E D T 0 ∧
      freeEnergy E D T 1 - freeEnergy E D T 0 ≤ leftSum E D T n ∧
      leftSum E D T n - rightSum E D T n = (meanD E D T 0 - meanD E D T 1) / n := by
  have hn' : (n : ℝ) ≠ 0 := Nat.cast_ne_zero.2 hn.ne'
  have hx : ∀ k : ℕ, ((k + 1 : ℕ) : ℝ) / n - (k : ℝ) / n = 1 / n := fun k => by
    push_cast
    ring
  have h := grid_bounds E D hT (fun k : ℕ => (k : ℝ) / n) n
  simp only [hx, div_self hn', Nat.cast_zero, zero_div] at h
  refine ⟨h.1, h.2, ?_⟩
  -- the difference of the two sums telescopes
  have h2 : ∑ k ∈ range n,
      (meanD E D T ((k : ℝ) / n) - meanD E D T (((k + 1 : ℕ) : ℝ) / n))
      = meanD E D T (((0 : ℕ) : ℝ) / n) - meanD E D T ((n : ℝ) / n) :=
    Finset.sum_range_sub' (fun k : ℕ => meanD E D T ((k : ℝ) / n)) n
  rw [leftSum, rightSum, ← sum_sub_distrib]
  simp only [← mul_sub]
  rw [← mul_sum, h2, Nat.cast_zero, zero_div, div_self hn']
  ring

/-- For `T > 0` and `n ≥ 1`, the trapezoidal estimate of the free energy change has error
at most `(m(0) - m(1)) / (2n)`, with `m` the mean of `D`. -/
theorem trapezoid_error (hT : 0 < T) {n : ℕ} (hn : 0 < n) :
    |(leftSum E D T n + rightSum E D T n) / 2
        - (freeEnergy E D T 1 - freeEnergy E D T 0)|
      ≤ (meanD E D T 0 - meanD E D T 1) / (2 * n) := by
  obtain ⟨h1, h2, h3⟩ := riemann_bounds E D hT hn
  have h4 : (meanD E D T 0 - meanD E D T 1) / (2 * n)
      = (meanD E D T 0 - meanD E D T 1) / n / 2 := by ring
  rw [h4, ← h3, abs_le]
  constructor <;> linarith


end

end ThermodynamicIntegrationBounds
```

```lean
#print axioms ThermodynamicIntegrationBounds.meanD_antitone
#print axioms ThermodynamicIntegrationBounds.riemann_bounds
#print axioms ThermodynamicIntegrationBounds.trapezoid_error
```

```
'ThermodynamicIntegrationBounds.meanD_antitone' depends on axioms: [propext, Classical.choice, Quot.sound]
'ThermodynamicIntegrationBounds.riemann_bounds' depends on axioms: [propext, Classical.choice, Quot.sound]
'ThermodynamicIntegrationBounds.trapezoid_error' depends on axioms: [propext, Classical.choice, Quot.sound]
```

## Two potentials joined by a straight line

The type `ι` labels the states, for example the ways of placing the atoms of an alloy on a finite lattice. The function `E` gives the energy of each state in the first potential, and `D` gives the second potential's energy minus the first's. At t = 0 the system therefore has energies E_i, and at t = 1 it has energies E_i + D_i. No sign or size is prescribed for `D`, and a degenerate level appears as several states.

With the Boltzmann constant set to one, so that T is an energy, the definitions `weight`, `partitionFn`, `freeEnergy` and `meanD` are

w_i(t) = exp(−(E_i + t D_i)/T)

Z(t) = Σ_i w_i(t)

F(t) = −T ln Z(t)

m(t) = Σ_i D_i w_i(t) / Z(t).

The two sums over n windows of width 1/n, `leftSum` and `rightSum`, are

L = Σ_k (1/n) m(k/n)

R = Σ_k (1/n) m((k+1)/n),

where k runs from 0 to n − 1, as `range n` does in the code.

The theorem `riemann_bounds` takes T > 0 and n > 0 and states three things:

R ≤ F(1) − F(0)

F(1) − F(0) ≤ L

L − R = (m(0) − m(1))/n.

The theorem `trapezoid_error` adds that the average of L and R misses F(1) − F(0) by at most (m(0) − m(1))/(2n). This is a guaranteed bound for every n, not the rate of convergence: for finitely many states m is a smooth function of t, so the trapezoidal error falls at least as fast as 1/n² when n is large.

In simulation practice this bears on the choice of the number of windows: in a finite-state model with linear coupling, the means in the two end ensembles already fix the width of the bracket for every n. The means are the exact Boltzmann averages, so the statistical error of sampled ones has to be added separately. Continuous atomic positions and couplings that enter the energy nonlinearly lie beyond the model. In quantum mechanics the result applies to a finite-dimensional system whose two Hamiltonians commute, because the E_i and D_i can then be read off in a common eigenbasis.

## What one ensemble says about another

Take two couplings s and t. The weights at s follow from those at t by reweighting:

w_i(s) = w_i(t) exp(−(s − t) D_i/T).

Now split D_i into its mean m(t) and the fluctuation D_i − m(t), and write

y_i = −(s − t)(D_i − m(t))/T.

The mean part is the same for all states and comes out of the sum:

Z(s) = exp(−(s − t) m(t)/T) · Σ_i w_i(t) exp(y_i).

Taking −T times the logarithm and subtracting F(t) gives

F(s) − F(t) = (s − t) m(t) − T ln A,

A = Σ_i w_i(t) exp(y_i) / Z(t).

This is `freeEnergy_sub`. Inside its proof, `hZ` is the factorisation of Z(s), `hS` records that the remaining sum is positive, so that the logarithm of the product can be split, and `hq` cancels T against 1/T. The last line, `linear_combination`, collects the terms.

The number A is the average of exp(y_i) in the ensemble at t. Since exp(y) ≥ 1 + y for every real y,

A ≥ Σ_i w_i(t)(1 + y_i) / Z(t).

The right side equals one, because the fluctuations average to zero:

Σ_i w_i(t)(D_i − m(t)) = m(t) Z(t) − m(t) Z(t) = 0.

The lemma `sum_first_order` states this with the factor Z(t) multiplied out, and its intermediate step `h0` is the vanishing sum. Hence A ≥ 1 and ln A ≥ 0, and since T is positive,

F(s) − F(t) ≤ (s − t) m(t).

This is `gibbs_bogoliubov`, the Gibbs–Bogoliubov inequality for a finite list of state energies; its version for noncommuting Hamiltonians needs a further argument. The Lean proof runs backwards through the same steps. It reduces the claim to T ln A ≥ 0, then to A ≥ 1 by `Real.log_nonneg`, and finally compares the sums state by state with `Real.add_one_le_exp`.

## Why the mean of D falls with the coupling

Let s < t and use the bound in both directions:

F(t) − F(s) ≤ (t − s) m(s)

F(s) − F(t) ≤ (s − t) m(t).

Adding the two lines gives

0 ≤ (t − s)(m(s) − m(t)),

and therefore m(t) ≤ m(s). Physically, raising t penalises the states with large D, so their weight shifts towards states with smaller D. The theorem `meanD_antitone` assumes the opposite order of the means and lets `nlinarith` find the contradiction from these two bounds and the positive product (t − s)(m(t) − m(s)). The bracket below does not need this monotonicity, but the monotonicity guarantees that the mean never rises between two measured couplings.

## Summing the windows

Let x(0), ..., x(n) be couplings. The bound from x(k) to x(k+1) is

F(x(k+1)) − F(x(k)) ≤ (x(k+1) − x(k)) m(x(k)).

The bound from x(k+1) back to x(k), multiplied by −1, is

F(x(k+1)) − F(x(k)) ≥ (x(k+1) − x(k)) m(x(k+1)).

Summed over k from 0 to n − 1, the free energy differences telescope to F(x(n)) − F(x(0)). The change therefore lies between the sum with means at the window ends and the sum with means at the window starts. This is `grid_bounds`, where `Finset.sum_range_sub` does the telescoping. The couplings need not be equally spaced, and they need not increase either, since the bound for a single window holds for both signs of s − t.

For equal windows put x(k) = k/n. Then x(0) = 0, x(n) = 1 and every step is 1/n, so the two sums become R and L. Their difference telescopes as well:

L − R = (1/n) Σ_k [m(k/n) − m((k+1)/n)] = (m(0) − m(1))/n.

In `riemann_bounds`, `hx` computes the step, `simp` inserts it into the grid result, and `h2` is the telescoped sum of means.

For the trapezoidal rule, F(1) − F(0) lies in the interval from R to L, and no point of an interval is further from the midpoint than half its length:

|(L + R)/2 − (F(1) − F(0))| ≤ (L − R)/2 = (m(0) − m(1))/(2n).

The proof of `trapezoid_error` splits the absolute value into two inequalities with `abs_le` and closes both by `linarith`.

The sums are familiar as approximations to the thermodynamic integral of m(t) from 0 to 1, but neither that integral nor the derivative of F enters the argument: the bracket comes from comparing pairs of ensembles a finite distance apart.
